# The spin-3/2 quadrupole splitting is continuous where the field-gradient eigenvalue of largest magnitude jumps in sign

Two PAW calculations on nearly identical structures can report \(V_{zz}\), the field-gradient eigenvalue of largest magnitude, with opposite signs. A reader who takes this for a jump in the spectrum will look for an error or a transition that may not exist. For a spin-3/2 nucleus without a magnetic field, and along the one-parameter family \(1+t,\,-1+t,\,-2t\), the sign of \(V_{zz}\) jumps at \(t=0\) but the quadrupole splitting does not.

```lean
import Mathlib

open Filter Topology

namespace QuadrupoleSplitting

noncomputable section
```

## From spin matrices to energy levels

In the basis \(m=\tfrac32,\tfrac12,-\tfrac12,-\tfrac32\) and in units of \(\hbar\), the neighbouring matrix elements of \(I_x\) are \(\sqrt3/2,\,1,\,\sqrt3/2\).

```lean
/-- The spin-3/2 matrix of `I_x`, in units of ħ, in the basis `m = 3/2, 1/2, -1/2, -3/2`. -/
def spinX : Matrix (Fin 4) (Fin 4) ℂ :=
  !![0, (Real.sqrt 3 : ℂ) / 2, 0, 0; (Real.sqrt 3 : ℂ) / 2, 0, 1, 0;
     0, 1, 0, (Real.sqrt 3 : ℂ) / 2; 0, 0, (Real.sqrt 3 : ℂ) / 2, 0]
```

Those of \(I_y\) have the same magnitudes, with factors \(\mp i\) above and below the diagonal.

```lean
/-- The spin-3/2 matrix of `I_y` in the same basis and units. -/
def spinY : Matrix (Fin 4) (Fin 4) ℂ :=
  !![0, -Complex.I * (Real.sqrt 3 : ℂ) / 2, 0, 0;
     Complex.I * (Real.sqrt 3 : ℂ) / 2, 0, -Complex.I, 0;
     0, Complex.I, 0, -Complex.I * (Real.sqrt 3 : ℂ) / 2;
     0, 0, Complex.I * (Real.sqrt 3 : ℂ) / 2, 0]
```

The matrix of \(I_z\) is diagonal.

```lean
/-- The spin-3/2 matrix of `I_z` in the same basis and units. -/
def spinZ : Matrix (Fin 4) (Fin 4) ℂ :=
  !![3 / 2, 0, 0, 0; 0, 1 / 2, 0, 0; 0, 0, -1 / 2, 0; 0, 0, 0, -3 / 2]
```

Let \(V_0,V_1,V_2\) be the principal values of the field gradient along \(x,y,z\), and let \(k=eQ\), with \(e\) the elementary charge and \(Q\) the nuclear quadrupole moment. The Hamiltonian is
\[H=\frac{k}{6}\left(V_0I_x^2+V_1I_y^2+V_2I_z^2\right).\]
The principal values are given as real numbers; no electronic-structure calculation is modelled. A nonzero sum \(V_0+V_1+V_2\) would only shift all levels of \(H\) by the same amount.

```lean
/-- The quadrupole Hamiltonian of a spin-3/2 nucleus with `k = eQ` in a field gradient
with principal values `V 0, V 1, V 2` along x, y, z. -/
def hamiltonian (k : ℝ) (V : Fin 3 → ℝ) : Matrix (Fin 4) (Fin 4) ℂ :=
  ((k : ℂ) / 6) • ((V 0 : ℂ) • (spinX * spinX) + (V 1 : ℂ) • (spinY * spinY)
    + (V 2 : ℂ) • (spinZ * spinZ))
```

For \(V_0+V_1+V_2=0\), the candidate for the splitting is
\[\Delta=\frac{|k|}{2}\sqrt{V_2^2+\frac{(V_0-V_1)^2}{3}}.\]

```lean
/-- The quadrupole splitting formula, with `k = eQ` and the third axis taken as z. -/
def splitting (k : ℝ) (V : Fin 3 → ℝ) : ℝ :=
  |k| / 2 * Real.sqrt (V 2 ^ 2 + (V 0 - V 1) ^ 2 / 3)
```

The predicate `IsPrincipal` holds for an axis if no other value exceeds its own in magnitude. Ties are allowed.

```lean
/-- Axis `i` carries a principal value of largest magnitude. -/
def IsPrincipal (V : Fin 3 → ℝ) (i : Fin 3) : Prop := ∀ j, |V j| ≤ |V i|
```

The family, in an arbitrary field-gradient unit, has zero sum for every \(t\).

```lean
/-- The family of field gradients with principal values `1 + t`, `-1 + t`, `-2t`. -/
def efgPath (t : ℝ) : Fin 3 → ℝ := ![1 + t, -1 + t, -2 * t]
```

Squaring the spin matrices gives diagonals \(\tfrac34,\tfrac74,\tfrac74,\tfrac34\) for \(I_x^2\) and \(I_y^2\), and \(\tfrac94,\tfrac14,\tfrac14,\tfrac94\) for \(I_z^2\). States with \(m\) differing by two are coupled by \(\pm\sqrt3/2\) in \(I_x^2\) and \(I_y^2\) respectively. The proof checks each entry, using \((\sqrt3)^2=3\) and \(i^2=-1\).

```lean
/-- The squares of the three spin-3/2 matrices, written out. -/
theorem spin_squares :
    spinX * spinX = !![3 / 4, 0, (Real.sqrt 3 : ℂ) / 2, 0; 0, 7 / 4, 0, (Real.sqrt 3 : ℂ) / 2;
      (Real.sqrt 3 : ℂ) / 2, 0, 7 / 4, 0; 0, (Real.sqrt 3 : ℂ) / 2, 0, 3 / 4] ∧
    spinY * spinY = !![3 / 4, 0, -(Real.sqrt 3 : ℂ) / 2, 0; 0, 7 / 4, 0, -(Real.sqrt 3 : ℂ) / 2;
      -(Real.sqrt 3 : ℂ) / 2, 0, 7 / 4, 0; 0, -(Real.sqrt 3 : ℂ) / 2, 0, 3 / 4] ∧
    spinZ * spinZ = !![9 / 4, 0, 0, 0; 0, 1 / 4, 0, 0; 0, 0, 1 / 4, 0; 0, 0, 0, 9 / 4] := by
  have hs : (Real.sqrt 3 : ℂ) ^ 2 = 3 := by
    exact_mod_cast Real.sq_sqrt (show (0 : ℝ) ≤ 3 by norm_num)
  have hI : Complex.I ^ 2 = -1 := Complex.I_sq
  refine ⟨?_, ?_, ?_⟩ <;> ext i j <;> fin_cases i <;> fin_cases j <;>
    simp [spinX, spinY, spinZ, Matrix.mul_apply, Fin.sum_univ_succ] <;> grind
```

Now assume \(V_0+V_1+V_2=0\): the quadrupole interaction sees only the traceless part of the field gradient. With \(V_0+V_1=-V_2\), the diagonal entries are
\[\frac k6\left(-\frac34+\frac94\right)V_2=a,\qquad \frac k6\left(-\frac74+\frac14\right)V_2=-a,\qquad a=\frac{kV_2}{4},\]
and the coupling is \(b=k\sqrt3\,(V_0-V_1)/12\).

```lean
/-- For a traceless field gradient the Hamiltonian couples only states whose `m` differ
by two, with the matrix elements shown. -/
theorem hamiltonian_matrix (k : ℝ) (V : Fin 3 → ℝ) (hV : ∑ i, V i = 0) :
    hamiltonian k V =
      let a : ℂ := k * V 2 / 4
      let b : ℂ := k * (Real.sqrt 3 : ℂ) * (V 0 - V 1) / 12
      !![a, 0, b, 0; 0, -a, 0, b; b, 0, -a, 0; 0, b, 0, a] := by
  obtain ⟨hx, hy, hz⟩ := spin_squares
  rw [Fin.sum_univ_three] at hV
  have h : (V 0 : ℂ) + V 1 + V 2 = 0 := by exact_mod_cast hV
  rw [hamiltonian, hx, hy, hz]
  ext i j
  fin_cases i <;> fin_cases j <;> simp <;> grind
```

The matrix splits into two \(2\times2\) blocks, each with determinant \(E^2-a^2-b^2\) after subtraction from \(E\). Since
\[a^2+b^2=\frac{k^2}{16}\left(V_2^2+\frac{(V_0-V_1)^2}{3}\right)=\frac{\Delta^2}{4},\]
the levels are two doublets at \(\pm\Delta/2\), which merge if \(\Delta=0\). In the proof, `hdet` evaluates the determinant and `linear_combination` inserts \(\Delta^2\).

```lean
/-- For a traceless field gradient the characteristic determinant of the Hamiltonian has the roots
`Δ/2` and `-Δ/2`, where `Δ` is the quadrupole splitting. Each is a double root if `Δ ≠ 0`; they
merge into one fourfold root if `Δ = 0`. -/
theorem quadrupole_levels (k : ℝ) (V : Fin 3 → ℝ) (hV : ∑ i, V i = 0) (E : ℂ) :
    (E • (1 : Matrix (Fin 4) (Fin 4) ℂ) - hamiltonian k V).det =
      ((E - splitting k V / 2) * (E + splitting k V / 2)) ^ 2 := by
  have hdet : ∀ a b : ℂ, (E • (1 : Matrix (Fin 4) (Fin 4) ℂ) -
      !![a, 0, b, 0; 0, -a, 0, b; b, 0, -a, 0; 0, b, 0, a]).det
      = ((E - a) * (E + a) - b ^ 2) ^ 2 := by
    intro a b
    have hm : E • (1 : Matrix (Fin 4) (Fin 4) ℂ) -
        !![a, 0, b, 0; 0, -a, 0, b; b, 0, -a, 0; 0, b, 0, a] =
        !![E - a, 0, -b, 0; 0, E + a, 0, -b; -b, 0, E + a, 0; 0, -b, 0, E - a] := by
      ext i j
      fin_cases i <;> fin_cases j <;> simp
    rw [hm]
    simp [Matrix.det_succ_row_zero, Fin.sum_univ_succ, Fin.succAbove]
    ring
  have hs : (Real.sqrt 3 : ℂ) ^ 2 = 3 := by
    exact_mod_cast Real.sq_sqrt (show (0 : ℝ) ≤ 3 by norm_num)
  -- the square of the splitting is polynomial in the principal values
  have hr : splitting k V ^ 2 = k ^ 2 / 4 * (V 2 ^ 2 + (V 0 - V 1) ^ 2 / 3) := by
    rw [splitting, mul_pow, div_pow, sq_abs, Real.sq_sqrt (by positivity)]
    ring
  have hc : (splitting k V : ℂ) ^ 2 =
      (k : ℂ) ^ 2 / 4 * ((V 2 : ℂ) ^ 2 + ((V 0 : ℂ) - V 1) ^ 2 / 3) := by
    exact_mod_cast hr
  rw [hamiltonian_matrix k V hV, hdet]
  congr 1
  linear_combination (1 / 4) * hc - ((k : ℂ) ^ 2 * ((V 0 : ℂ) - V 1) ^ 2 / 144) * hs
```

## The splitting ignores the axis labels

Substituting \(V_2=-V_0-V_1\) gives
\[V_2^2+\frac{(V_0-V_1)^2}{3}=\frac43\left(V_0^2+V_0V_1+V_1^2\right)=\frac23\sum_iV_i^2.\]

```lean
/-- For fixed `k` and a traceless field gradient, the splitting depends only on the sum of the
squared principal values. -/
theorem splitting_eq_invariant (k : ℝ) (V : Fin 3 → ℝ) (hV : ∑ i, V i = 0) :
    splitting k V = |k| / 2 * Real.sqrt (2 / 3 * ∑ i, V i ^ 2) := by
  rw [Fin.sum_univ_three] at hV
  have h : V 2 ^ 2 + (V 0 - V 1) ^ 2 / 3 = 2 / 3 * ∑ i, V i ^ 2 := by
    rw [Fin.sum_univ_three]
    have hz : V 2 = -V 0 - V 1 := by linarith
    rw [hz]
    ring
  rw [splitting, h]
```

A permutation \(\sigma\) of the axes changes neither \(\sum_iV_i\) nor \(\sum_iV_i^2\), so it leaves \(\Delta\) unchanged. In `V ∘ σ` the third axis carries \(V_{\sigma(2)}\).

```lean
/-- For a traceless field gradient the splitting is the same for every labelling of the
principal axes. -/
theorem splitting_relabel (k : ℝ) (V : Fin 3 → ℝ) (hV : ∑ i, V i = 0)
    (σ : Equiv.Perm (Fin 3)) : splitting k (V ∘ σ) = splitting k V := by
  have h1 : ∑ i, (V ∘ σ) i = 0 := (Equiv.sum_comp σ V).trans hV
  have h2 : ∑ i, (V ∘ σ) i ^ 2 = ∑ i, V i ^ 2 := Equiv.sum_comp σ (fun i => V i ^ 2)
  rw [splitting_eq_invariant k _ h1, splitting_eq_invariant k V hV, h2]
```

For \(V_2\ne0\), taking \(V_2^2\) out of the root gives the usual form with \(\eta=(V_0-V_1)/V_2\):
\[\Delta=\frac{|kV_2|}{2}\sqrt{1+\frac{\eta^2}{3}}.\]
This step needs neither zero trace nor an ordering of the axes.

```lean
/-- If `V 2` is nonzero, the splitting takes the usual form with the asymmetry parameter
`η = (V 0 - V 1) / V 2`. -/
theorem splitting_eq_asymmetry (k : ℝ) (V : Fin 3 → ℝ) (hz : V 2 ≠ 0) :
    splitting k V = |k * V 2| / 2 * Real.sqrt (1 + ((V 0 - V 1) / V 2) ^ 2 / 3) := by
  have h : V 2 ^ 2 + (V 0 - V 1) ^ 2 / 3 =
      V 2 ^ 2 * (1 + ((V 0 - V 1) / V 2) ^ 2 / 3) := by
    field_simp
  rw [splitting, h, Real.sqrt_mul (sq_nonneg _), Real.sqrt_sq_eq_abs, abs_mul]
  ring
```

## The sign jump at \(t=0\)

For \(0<t<1\), the magnitudes are \(1+t\), \(1-t\) and \(2t\), and the first is the largest. The proof rules out the other two axes by contradiction.

```lean
/-- For `0 < t < 1` the principal value of largest magnitude is `1 + t`. -/
theorem principal_of_pos {t : ℝ} (h0 : 0 < t) (h1 : t < 1) {i : Fin 3}
    (h : IsPrincipal (efgPath t) i) : efgPath t i = 1 + t := by
  have hi : 1 + t ≤ |efgPath t i| := (le_abs_self (1 + t)).trans (h 0)
  fin_cases i
  · rfl
  · have h2 : 1 + t ≤ |-1 + t| := hi
    exfalso
    rcases le_abs.mp h2 with h3 | h3 <;> linarith
  · have h2 : 1 + t ≤ |-2 * t| := hi
    exfalso
    rcases le_abs.mp h2 with h3 | h3 <;> linarith
```

For \(-1<t<0\), they are \(1+t\), \(1-t\) and \(-2t\), and the second is the largest. Its value is \(-1+t\).

```lean
/-- For `-1 < t < 0` the principal value of largest magnitude is `-1 + t`. -/
theorem principal_of_neg {t : ℝ} (h0 : t < 0) (h1 : -1 < t) {i : Fin 3}
    (h : IsPrincipal (efgPath t) i) : efgPath t i = -1 + t := by
  have hi : -(-1 + t) ≤ |efgPath t i| := (neg_le_abs (-1 + t)).trans (h 1)
  fin_cases i
  · have h2 : -(-1 + t) ≤ |1 + t| := hi
    exfalso
    rcases le_abs.mp h2 with h3 | h3 <;> linarith
  · rfl
  · have h2 : -(-1 + t) ≤ |-2 * t| := hi
    exfalso
    rcases le_abs.mp h2 with h3 | h3 <;> linarith
```

Let \(\sigma_t\) be any labelling that puts a value of largest magnitude on the third axis whenever \(|t|<1\). At \(t=0\) it may choose either \(1\) or \(-1\). The chosen value equals \(1+t\) just above zero and \(-1+t\) just below, so its one-sided limits are \(1\) and \(-1\). Relabelling invariance gives, for every real \(t\),
\[\Delta(t)=\frac{|k|}{2}\sqrt{4t^2+\frac43}=|k|\sqrt{t^2+\frac13},\]
which is continuous. In Lean, `congr'` transfers the limits from the explicit formulas, and `splitting_relabel` removes \(\sigma_t\) before `fun_prop` proves continuity.

```lean
/-- Label the axes so that for `|t| < 1` the third one carries a principal value of largest
magnitude. This value tends to `1` as `t` falls to zero and to `-1` as `t` rises to zero,
while the quadrupole splitting is continuous in `t`. -/
theorem principal_jumps_splitting_continuous (k : ℝ) (σ : ℝ → Equiv.Perm (Fin 3))
    (hσ : ∀ t, |t| < 1 → IsPrincipal (efgPath t) (σ t 2)) :
    Tendsto (fun t => efgPath t (σ t 2)) (𝓝[>] 0) (𝓝 1) ∧
    Tendsto (fun t => efgPath t (σ t 2)) (𝓝[<] 0) (𝓝 (-1)) ∧
    Continuous (fun t => splitting k (efgPath t ∘ σ t)) := by
  refine ⟨?_, ?_, ?_⟩
  · have hlim : Tendsto (fun t : ℝ => 1 + t) (𝓝[>] 0) (𝓝 1) :=
      (Continuous.tendsto' (by fun_prop) 0 1 (by norm_num)).mono_left nhdsWithin_le_nhds
    refine hlim.congr' ?_
    filter_upwards [Ioo_mem_nhdsGT (show (0 : ℝ) < 1 by norm_num)] with t ht
    exact (principal_of_pos ht.1 ht.2
      (hσ t (abs_lt.mpr ⟨by linarith [ht.1], ht.2⟩))).symm
  · have hlim : Tendsto (fun t : ℝ => -1 + t) (𝓝[<] 0) (𝓝 (-1)) :=
      (Continuous.tendsto' (by fun_prop) 0 (-1) (by norm_num)).mono_left nhdsWithin_le_nhds
    refine hlim.congr' ?_
    filter_upwards [Ioo_mem_nhdsLT (show (-1 : ℝ) < 0 by norm_num)] with t ht
    exact (principal_of_neg ht.2 ht.1
      (hσ t (abs_lt.mpr ⟨ht.1, by linarith [ht.2]⟩))).symm
  · -- relabelling drops out, and what remains is an explicit continuous function
    have h : ∀ t, splitting k (efgPath t ∘ σ t) =
        |k| / 2 * Real.sqrt ((-2 * t) ^ 2 + ((1 + t) - (-1 + t)) ^ 2 / 3) := by
      intro t
      have htr : ∑ i, efgPath t i = 0 := by
        rw [Fin.sum_univ_three]
        change (1 + t) + (-1 + t) + (-2 * t) = 0
        ring
      rw [splitting_relabel k _ htr]
      rfl
    simp only [h]
    fun_prop
```

Such a labelling exists: exchange the first and third axes for \(t\ge0\), and the second and third for \(t<0\). The proof compares the three magnitudes in each case.

```lean
/-- Exchanging the first and third axes for `t ≥ 0`, and the second and third for `t < 0`,
puts a principal value of largest magnitude on the third axis whenever `|t| < 1`. -/
theorem principal_labelling_witness (t : ℝ) (ht : |t| < 1) :
    IsPrincipal (efgPath t)
      ((if 0 ≤ t then Equiv.swap (0 : Fin 3) 2 else Equiv.swap (1 : Fin 3) 2) 2) := by
  obtain ⟨h1, h2⟩ := abs_lt.mp ht
  split_ifs with h
  · rw [Equiv.swap_apply_right]
    intro j
    have e : |efgPath t 0| = 1 + t := abs_of_nonneg (show 0 ≤ 1 + t by linarith)
    rw [e]
    fin_cases j
    · exact e.le
    · change |-1 + t| ≤ 1 + t
      exact abs_le.mpr ⟨by linarith, by linarith⟩
    · change |-2 * t| ≤ 1 + t
      exact abs_le.mpr ⟨by linarith, by linarith⟩
  · rw [Equiv.swap_apply_right]
    intro j
    have e : |efgPath t 1| = -(-1 + t) := abs_of_nonpos (show -1 + t ≤ 0 by linarith)
    rw [e]
    fin_cases j
    · change |1 + t| ≤ -(-1 + t)
      exact abs_le.mpr ⟨by linarith, by linarith⟩
    · exact e.le
    · change |-2 * t| ≤ -(-1 + t)
      exact abs_le.mpr ⟨by linarith, by linarith⟩

end

end QuadrupoleSplitting
```

```lean
#print axioms QuadrupoleSplitting.quadrupole_levels
-- 'QuadrupoleSplitting.quadrupole_levels' depends on axioms: [propext, Classical.choice, Quot.sound]
#print axioms QuadrupoleSplitting.splitting_eq_asymmetry
-- 'QuadrupoleSplitting.splitting_eq_asymmetry' depends on axioms: [propext, Classical.choice, Quot.sound]
#print axioms QuadrupoleSplitting.principal_jumps_splitting_continuous
-- 'QuadrupoleSplitting.principal_jumps_splitting_continuous' depends on axioms: [propext, Classical.choice, Quot.sound]
```
